# Logarithmically infinite slope of the unscreened electron-gas exchange energy at the Fermi momentum

## Definitions and conventions

The system is the three-dimensional uniform electron gas at zero temperature, with plane-wave states filled up to the Fermi momentum kF > 0. A uniform positive background cancels the Hartree term, so exchange is the only interaction term in the Hartree–Fock band energy. Units have ħ = 1, and the interaction is the bare Coulomb potential e2/r, where e2 is the squared charge. All quantities are real numbers (`ℝ` in Lean).

```lean
import Mathlib

open Filter Topology Set
open scoped Real

namespace ElectronGasExchangeSlope

noncomputable section
```

The dimensionless exchange function of x = k/kF is

F(x) = 1/2 + ((1 − x²)/(4x)) log|(1 + x)/(1 − x)|.

```lean
/-- The dimensionless exchange function of the electron gas, for positive `x` different from 1,
where `x` is the momentum in units of the Fermi momentum. -/
def F (x : ℝ) : ℝ := 1 / 2 + (1 - x ^ 2) / (4 * x) * Real.log |(1 + x) / (1 - x)|
```

An electron of momentum k exchanges with the occupied states q of its own spin:

Σ(k) = −∫ over |q| < kF of (d³q/(2π)³) 4π e2/|k − q|².

The angular integral of 1/(k² + q² − 2kq cos θ) over cos θ is (1/(kq)) log|(k + q)/(k − q)|, which leaves

Σ(k) = −(e2/(πk)) ∫₀^kF q L(q) dq, with L(q) = log|k + q| − log|k − q|.

This radial form is the Lean definition `exchangeEnergy e2 kF k`; the angular step precedes it and is not formalised. F does not enter the definition.

```lean
/-- The exchange energy of an electron of momentum `k > 0` with a Fermi sea of radius `kF`: minus
the momentum-space Coulomb interaction, with squared charge `e2`, integrated over the occupied
states of the same spin, the angular integration being already done. -/
def exchangeEnergy (e2 kF k : ℝ) : ℝ :=
  -(e2 / (π * k)) * ∫ q in (0 : ℝ)..kF, q * (Real.log |k + q| - Real.log |k - q|)
```

One auxiliary function, `shellPrimitive k q`, is needed:

P(q) = kq + ((q² − k²)/2) L(q).

Lean's logarithm satisfies log y = log|y| and log 0 = 0, so P takes its limiting value k² at q = k.

```lean
/-- A primitive in `q` of the radial exchange integrand, for `q` different from `k` and `-k`. -/
def shellPrimitive (k q : ℝ) : ℝ :=
  k * q + (q ^ 2 - k ^ 2) / 2 * (Real.log |k + q| - Real.log |k - q|)
```

## (a) Integrability across the singular shell

Show that, for all real k, a and b,

∫ₐᵇ |q L(q)| dq is finite.

**Solution.** The only singularities are logarithmic, and for 0 < ε < 1

∫₀^ε |log y| dy = ε(1 − log ε),

which is finite. Hence log|y| is integrable over bounded intervals. Translation and reflection give the same for log|k + q| and log|k − q|, which are `h1` and `h2` in Lean. Their difference stays integrable after multiplication by the continuous factor q.

```lean
/-- The radial exchange integrand is integrable over every bounded interval of momenta. -/
theorem shell_integrable (k a b : ℝ) :
    IntervalIntegrable (fun q : ℝ => q * (Real.log |k + q| - Real.log |k - q|))
      MeasureTheory.volume a b := by
  simp only [Real.log_abs]
  have h1 : IntervalIntegrable (fun q : ℝ => Real.log (k + q)) MeasureTheory.volume a b := by
    simpa using (intervalIntegral.intervalIntegrable_log' (a := k + a) (b := k + b)).comp_add_left k
  have h2 : IntervalIntegrable (fun q : ℝ => Real.log (k - q)) MeasureTheory.volume a b := by
    simpa using (intervalIntegral.intervalIntegrable_log' (a := k - a) (b := k - b)).comp_sub_left k
  exact (h1.sub h2).continuousOn_mul continuousOn_id
```

## (b) The integral over one shell

Let k > 0 and 0 ≤ a ≤ b, with k not inside the open interval (a, b). Show that

∫ₐᵇ q L(q) dq = P(b) − P(a).

**Solution.** For a < q < b,

P′(q) = k + q L(q) + ((q² − k²)/2) (1/(k + q) + 1/(k − q)).

The last bracket equals 2k/(k² − q²), so the last term is −k and P′(q) = q L(q). An endpoint may coincide with k, but P is continuous there because (k − q) log|k − q| tends to 0. The fundamental theorem of calculus then applies.

Lean's version of that theorem asks for continuity on the closed interval and a derivative in the interior. The two bullets supply these, and `hr` is the cancellation to −k.

```lean
/-- The exchange integral over a shell `a ≤ q ≤ b` of nonnegative momenta, whose interior does not
contain the momentum `k > 0`, is the difference of the primitive at the two ends. -/
theorem shell_integral {k a b : ℝ} (hk : 0 < k) (ha : 0 ≤ a) (hab : a ≤ b)
    (hout : k ∉ Ioo a b) :
    ∫ q in a..b, q * (Real.log |k + q| - Real.log |k - q|)
      = shellPrimitive k b - shellPrimitive k a := by
  refine intervalIntegral.integral_eq_sub_of_hasDerivAt_of_le hab ?_ ?_ (shell_integrable k a b)
  · -- the factor `k - q` tames the logarithm at `q = k`
    have e : shellPrimitive k = fun q => k * q + ((q - k) * ((k + q) * Real.log (k + q))
        + (k + q) * ((k - q) * Real.log (k - q))) / 2 := by
      funext q
      simp only [shellPrimitive, Real.log_abs]
      ring
    have h1 : Continuous fun q : ℝ => (k + q) * Real.log (k + q) :=
      Real.continuous_mul_log.comp (continuous_const.add continuous_id')
    have h2 : Continuous fun q : ℝ => (k - q) * Real.log (k - q) :=
      Real.continuous_mul_log.comp (continuous_const.sub continuous_id')
    rw [e]
    exact ((continuous_const.mul continuous_id').add
      ((((continuous_id'.sub continuous_const).mul h1).add
        ((continuous_const.add continuous_id').mul h2)).div_const 2)).continuousOn
  · intro q hq
    have hp : k + q ≠ 0 := by linarith [hq.1]
    have hm : k - q ≠ 0 := fun h => hout (by rwa [sub_eq_zero.mp h])
    have e : shellPrimitive k = fun q => k * q
        + (q ^ 2 - k ^ 2) / 2 * (Real.log (k + q) - Real.log (k - q)) := by
      funext q
      simp only [shellPrimitive, Real.log_abs]
    have hsq : HasDerivAt (fun y : ℝ => y ^ 2) (2 * q) q := by simpa using hasDerivAt_pow 2 q
    have hlp := ((hasDerivAt_id' q).const_add k).log hp
    have hlm := ((hasDerivAt_id' q).const_sub k).log hm
    have hr : (q ^ 2 - k ^ 2) / 2 * (1 / (k + q) - -1 / (k - q)) = -k := by
      field_simp
      ring
    rw [e]
    simp only [Real.log_abs]
    refine (((hasDerivAt_id' q).const_mul k).fun_add
      (((hsq.sub_const (k ^ 2)).div_const 2).fun_mul (hlp.fun_sub hlm))).congr_deriv ?_
    rw [hr]
    ring
```

## (c) From the Fermi-sea integral to F

For k > 0 and k ≠ kF, show that

Σ(k) = −(2 e2 kF/π) F(k/kF).

**Solution.** Note that P(0) = 0. If k > kF, part (b) gives P(kF) for the integral. If k < kF, split at q = k:

(P(k) − P(0)) + (P(kF) − P(k)) = P(kF).

In both cases

Σ(k) = −(e2/(πk)) [k kF + ((kF² − k²)/2) log|(k + kF)/(k − kF)|].

Taking out 2kF and writing x = k/kF turns this into

Σ(k) = −(2 e2 kF/π) [1/2 + ((1 − x²)/(4x)) log|(1 + x)/(1 − x)|].

In Lean, `hI` contains the two cases and `hlog` rescales the logarithm.

```lean
/-- Inside and outside the Fermi sphere, at positive momentum, the exchange energy is
`-(2 e2 kF / π) F(k / kF)`. -/
theorem exchangeEnergy_eq (e2 : ℝ) {kF k : ℝ} (hkF : 0 < kF) (hk : 0 < k) (hne : k ≠ kF) :
    exchangeEnergy e2 kF k = -(2 * e2 * kF / π) * F (k / kF) := by
  have h0 : shellPrimitive k 0 = 0 := by simp [shellPrimitive]
  have hI : ∫ q in (0 : ℝ)..kF, q * (Real.log |k + q| - Real.log |k - q|)
      = shellPrimitive k kF := by
    rcases lt_or_gt_of_ne hne with h | h
    · -- split the Fermi sea at the singular shell `q = k`
      rw [← intervalIntegral.integral_add_adjacent_intervals (shell_integrable k 0 k)
        (shell_integrable k k kF), shell_integral hk le_rfl hk.le (fun h => lt_irrefl _ h.2),
        shell_integral hk hk.le h.le (fun h => lt_irrefl _ h.1), h0]
      ring
    · rw [shell_integral hk le_rfl hkF.le (fun h' => lt_asymm h h'.2), h0, sub_zero]
  have e1 : 1 + k / kF = (k + kF) / kF := by
    rw [add_div, div_self hkF.ne']
    ring
  have e2' : 1 - k / kF = (kF - k) / kF := by rw [sub_div, div_self hkF.ne']
  have hlog : Real.log |(1 + k / kF) / (1 - k / kF)|
      = Real.log |k + kF| - Real.log |k - kF| := by
    rw [e1, e2', div_div_div_cancel_right₀ hkF.ne', abs_div,
      Real.log_div (abs_ne_zero.mpr (by positivity))
        (abs_ne_zero.mpr (sub_ne_zero.mpr hne.symm)), abs_sub_comm kF k]
  unfold exchangeEnergy F
  rw [hI, hlog]
  unfold shellPrimitive
  generalize Real.log |k + kF| - Real.log |k - kF| = D
  have hpi := Real.pi_ne_zero
  field_simp
  ring
```

## (d) The derivative of F

For x > 0 and x ≠ 1, show that F is differentiable at x, with

F′(x) = 1/(2x) − ((1 + x²)/(4x²)) log|(1 + x)/(1 − x)|.

**Solution.** The two factors have the derivatives

d/dx log|(1 + x)/(1 − x)| = 2/((1 + x)(1 − x)),

d/dx ((1 − x²)/(4x)) = −(1 + x²)/(4x²).

In the product rule, the first derivative is multiplied by (1 − x²)/(4x), which gives 1/(2x). The second multiplies the logarithm. These are `hlog`, `hc` and the simplification `e`.

```lean
/-- The slope of the exchange function at positive `x` different from 1. -/
theorem hasDerivAt_F {x : ℝ} (hx : 0 < x) (h1 : x ≠ 1) :
    HasDerivAt F (1 / (2 * x) - (1 + x ^ 2) / (4 * x ^ 2) * Real.log |(1 + x) / (1 - x)|) x := by
  have hF : F = fun y => 1 / 2 + (1 - y ^ 2) / (4 * y) * Real.log ((1 + y) / (1 - y)) := by
    funext y
    simp only [F, Real.log_abs]
  have hm : 1 - x ≠ 0 := sub_ne_zero.mpr h1.symm
  have hp : 1 + x ≠ 0 := by positivity
  have hlog : HasDerivAt (fun y : ℝ => Real.log ((1 + y) / (1 - y)))
      (2 / ((1 + x) * (1 - x))) x := by
    refine ((((hasDerivAt_id' x).const_add 1).fun_div
      ((hasDerivAt_id' x).const_sub 1) hm).log (div_ne_zero hp hm)).congr_deriv ?_
    field_simp
    ring
  have hsq : HasDerivAt (fun y : ℝ => y ^ 2) (2 * x) x := by simpa using hasDerivAt_pow 2 x
  have hc : HasDerivAt (fun y : ℝ => (1 - y ^ 2) / (4 * y)) (-(1 + x ^ 2) / (4 * x ^ 2)) x := by
    refine ((hsq.const_sub 1).fun_div ((hasDerivAt_id' x).const_mul 4)
      (by positivity)).congr_deriv ?_
    field_simp
    ring
  have e : (1 - x ^ 2) / (4 * x) * (2 / ((1 + x) * (1 - x))) = 1 / (2 * x) := by
    field_simp
    ring
  rw [hF, Real.log_abs]
  refine ((hc.fun_mul hlog).const_add (1 / 2)).congr_deriv ?_
  rw [e]
  ring
```

## (e) The logarithm near x = 1

Show that

log|1 − x| → −∞ as x → 1, x ≠ 1.

**Solution.** The distance |1 − x| tends to 0 through positive values, and log y → −∞ as y → 0 from above. In Lean, `𝓝[≠] 1` denotes approach to 1 from both sides with the point itself excluded, and `atBot` stands for −∞.

```lean
/-- The logarithm of the distance to 1 tends to minus infinity at 1. -/
theorem tendsto_log_distance :
    Tendsto (fun x : ℝ => Real.log |1 - x|) (𝓝[≠] 1) atBot := by
  have hc : Continuous fun x : ℝ => |1 - x| := by fun_prop
  have h : Tendsto (fun x : ℝ => |1 - x|) (𝓝[≠] 1) (𝓝 0) := by
    simpa using (hc.tendsto 1).mono_left nhdsWithin_le_nhds
  refine Real.tendsto_log_nhdsGT_zero.comp (tendsto_nhdsWithin_iff.mpr ⟨h, ?_⟩)
  filter_upwards [self_mem_nhdsWithin] with x hx
  have hx' : x ≠ 1 := hx
  exact abs_pos.mpr (sub_ne_zero.mpr hx'.symm)
```

## (f) The coefficient of the divergence

Show that

F′(x)/log|1 − x| → 1/2 as x → 1, x ≠ 1.

**Solution.** Put c(x) = (1 + x²)/(4x²) and separate the logarithm in (d):

F′(x) = [1/(2x) − c(x) log(1 + x)] + c(x) log|1 − x|.

The bracket tends to (1 − log 2)/2, so after division by log|1 − x| it vanishes in the limit. What remains is c(x), which tends to 1/2.

The three ingredients are `hN` for the bracket, `hi` for the inverse logarithm and `hc` for c. The closing `filter_upwards` restricts x to a neighbourhood where x > 0 and the logarithm is negative, so that the division is legitimate.

```lean
/-- The slope of the exchange function diverges at `x = 1` as one half of `log |1 - x|`. -/
theorem slope_F_div_log :
    Tendsto (fun x => deriv F x / Real.log |1 - x|) (𝓝[≠] 1) (𝓝 (1 / 2)) := by
  have hc : Tendsto (fun x : ℝ => (1 + x ^ 2) / (4 * x ^ 2)) (𝓝[≠] 1) (𝓝 (1 / 2)) := by
    have h : ContinuousAt (fun x : ℝ => (1 + x ^ 2) / (4 * x ^ 2)) 1 :=
      ContinuousAt.div (by fun_prop) (by fun_prop) (by norm_num)
    convert h.tendsto.mono_left nhdsWithin_le_nhds using 2
    norm_num
  -- the part of the slope that stays finite
  have hN : ContinuousAt (fun x : ℝ => 1 / (2 * x)
      - (1 + x ^ 2) / (4 * x ^ 2) * Real.log (1 + x)) 1 := by
    fun_prop (disch := norm_num)
  have hi : Tendsto (fun x : ℝ => (Real.log |1 - x|)⁻¹) (𝓝[≠] 1) (𝓝 0) :=
    tendsto_inv_atBot_zero.comp tendsto_log_distance
  have h := ((hN.tendsto.mono_left nhdsWithin_le_nhds).mul hi).add hc
  rw [mul_zero, zero_add] at h
  refine h.congr' ?_
  filter_upwards [self_mem_nhdsWithin, nhdsWithin_le_nhds (lt_mem_nhds (zero_lt_one' ℝ)),
    tendsto_log_distance.eventually_lt_atBot 0] with x hx h0 hl
  have hx' : x ≠ 1 := hx
  have h0' : 0 < x := h0
  have hl' : Real.log |1 - x| ≠ 0 := ne_of_lt hl
  have hs : Real.log |(1 + x) / (1 - x)| = Real.log (1 + x) - Real.log |1 - x| := by
    rw [Real.log_abs, Real.log_abs,
      Real.log_div (by positivity) (sub_ne_zero.mpr hx'.symm)]
  rw [(hasDerivAt_F h0' hx').deriv, hs, eq_div_iff hl', add_mul, mul_assoc,
    inv_mul_cancel₀ hl']
  ring
```

## (g) Momenta in units of kF

For kF > 0, show that

k/kF → 1 with k/kF ≠ 1, as k → kF with k ≠ kF.

**Solution.** Division by kF is continuous and sends kF to 1. Moreover, k/kF = 1 only if k = kF.

```lean
/-- Measuring momenta in units of `kF > 0` carries the approach to `kF` into the approach to 1. -/
theorem tendsto_scaled {kF : ℝ} (hkF : 0 < kF) :
    Tendsto (fun k : ℝ => k / kF) (𝓝[≠] kF) (𝓝[≠] 1) := by
  have hc : Continuous fun k : ℝ => k / kF := continuous_id'.div_const kF
  have h := (hc.tendsto kF).mono_left (nhdsWithin_le_nhds (s := {kF}ᶜ))
  rw [div_self hkF.ne'] at h
  refine tendsto_nhdsWithin_iff.mpr ⟨h, ?_⟩
  filter_upwards [self_mem_nhdsWithin] with k hk
  exact fun h' => hk ((div_eq_one_iff_eq hkF.ne').mp h')
```

## (h) The slope of the exchange energy

For k > 0 and k ≠ kF, show that

Σ′(k) = −(2 e2/π) F′(k/kF).

**Solution.** The identity in (c) holds throughout a neighbourhood of k, so it may be differentiated. The chain rule gives a factor 1/kF, which cancels the prefactor kF. The neighbourhood is what `congr_of_eventuallyEq` asks for.

```lean
/-- At positive momentum off the Fermi sphere, the exchange energy has the slope
`-(2 e2 / π) F'(k / kF)`. -/
theorem hasDerivAt_exchangeEnergy (e2 : ℝ) {kF k : ℝ} (hkF : 0 < kF) (hk : 0 < k)
    (hne : k ≠ kF) :
    HasDerivAt (exchangeEnergy e2 kF) (-(2 * e2 / π) * deriv F (k / kF)) k := by
  have hF := (hasDerivAt_F (div_pos hk hkF)
    (fun h => hne ((div_eq_one_iff_eq hkF.ne').mp h))).differentiableAt.hasDerivAt
  have hc := (hF.comp k ((hasDerivAt_id' k).div_const kF)).const_mul (-(2 * e2 * kF / π))
  refine (hc.congr_of_eventuallyEq ?_).congr_deriv ?_
  · filter_upwards [lt_mem_nhds hk, isOpen_ne.mem_nhds hne] with y hy hy'
    exact exchangeEnergy_eq e2 hkF hy hy'
  · have hpi := Real.pi_ne_zero
    field_simp
```

## (i) The divergence in physical units

Show that

Σ′(k)/log|1 − k/kF| → −e2/π as k → kF, k ≠ kF.

**Solution.** By (h), the quotient is −2 e2/π times the quotient in (f), taken at x = k/kF. Part (g) permits the substitution, and the limit is (−2 e2/π)(1/2).

```lean
/-- As `k` tends to the Fermi momentum `kF > 0`, the slope of the exchange energy divided by
`log |1 - k / kF|` tends to `-e2 / π`. -/
theorem exchange_slope_div_log (e2 : ℝ) {kF : ℝ} (hkF : 0 < kF) :
    Tendsto (fun k => deriv (exchangeEnergy e2 kF) k / Real.log |1 - k / kF|)
      (𝓝[≠] kF) (𝓝 (-(e2 / π))) := by
  have h := (slope_F_div_log.comp (tendsto_scaled hkF)).const_mul (-(2 * e2 / π))
  rw [show -(2 * e2 / π) * (1 / 2) = -(e2 / π) by ring] at h
  refine h.congr' ?_
  filter_upwards [self_mem_nhdsWithin, nhdsWithin_le_nhds (lt_mem_nhds hkF)] with k hk h0
  rw [(hasDerivAt_exchangeEnergy e2 hkF h0 hk).deriv, Function.comp_apply]
  ring
```

## (j) The Hartree–Fock band slope

Let e2 > 0, and let the bare dispersion T be differentiable everywhere, with T′ continuous at kF; T(k) = k²/(2m), with m the electron mass, is an example. Show that

d/dk [T(k) + Σ(k)] → +∞ as k → kF, k ≠ kF.

**Solution.** Write

Σ′(k) = (Σ′(k)/log|1 − k/kF|) · log|1 − k/kF|.

The first factor tends to −e2/π < 0 and the second to −∞, so the product tends to +∞. Adding T′(k), which tends to the finite value T′(kF), changes nothing. Lean combines the limits with `neg_mul_atBot` and `add_atTop`.

For the uniform gas in Hartree–Fock theory with unscreened Coulomb exchange, the band velocity therefore diverges at the Fermi surface, and this approximation gives no finite, nonzero Fermi-liquid effective mass. Screening and correlation are absent from the model.

```lean
/-- For repelling charges, `e2 > 0`, and any differentiable bare dispersion `T` whose slope `T'`
is continuous at the Fermi momentum `kF > 0`, the slope of the bare plus exchange energy tends to
plus infinity there. -/
theorem hartreeFock_slope_atTop {e2 kF : ℝ} (he : 0 < e2) (hkF : 0 < kF) {T T' : ℝ → ℝ}
    (hT : ∀ k, HasDerivAt T (T' k) k) (hT' : ContinuousAt T' kF) :
    Tendsto (fun k => deriv (fun p => T p + exchangeEnergy e2 kF p) k) (𝓝[≠] kF) atTop := by
  have hlog : Tendsto (fun k : ℝ => Real.log |1 - k / kF|) (𝓝[≠] kF) atBot :=
    tendsto_log_distance.comp (tendsto_scaled hkF)
  have hneg : -(e2 / π) < 0 := neg_lt_zero.mpr (div_pos he Real.pi_pos)
  -- a negative limit times a logarithm that tends to minus infinity
  have h := (hT'.tendsto.mono_left nhdsWithin_le_nhds).add_atTop
    ((exchange_slope_div_log e2 hkF).neg_mul_atBot hneg hlog)
  refine h.congr' ?_
  filter_upwards [self_mem_nhdsWithin, nhdsWithin_le_nhds (lt_mem_nhds hkF),
    hlog.eventually_lt_atBot 0] with k hk h0 hl
  have hE := hasDerivAt_exchangeEnergy e2 hkF h0 hk
  rw [((hT k).fun_add hE).deriv, hE.deriv, div_mul_cancel₀ _ (ne_of_lt hl)]

end

end ElectronGasExchangeSlope
```

```lean
#print axioms ElectronGasExchangeSlope.exchange_slope_div_log
#print axioms ElectronGasExchangeSlope.hartreeFock_slope_atTop
```

```
'ElectronGasExchangeSlope.exchange_slope_div_log' depends on axioms: [propext, Classical.choice, Quot.sound]
'ElectronGasExchangeSlope.hartreeFock_slope_atTop' depends on axioms: [propext, Classical.choice, Quot.sound]
```

**If T is only differentiable.** Differentiability of T everywhere is not enough in (j). With u = k − kF, take T = u² sin(1/u²) for u ≠ 0 and T = 0 at u = 0. This function is differentiable everywhere, and for u ≠ 0

T′ = 2u sin(1/u²) − (2/u) cos(1/u²).

At the points u = 1/√(2πn), with n = 1, 2, 3, …, this equals −2√(2πn), while Σ′ grows only like log n. Along these points the total slope tends to −∞. This T is a mathematical counter-example, not a physical dispersion.
